# The trace of the map that symmetrises a real second-rank tensor and transforms it by a matrix

A real second-rank tensor `U`, written as a square matrix over a finite index set, is replaced by its symmetric part and then transformed by a real matrix `R`, giving ½ R(U + Uᵀ)Rᵀ. The lemma `trace_symTransform` says that this operation, as a linear map on all such matrices, has trace ((tr R)² + tr(R²))/2. `R` is arbitrary: it need be neither orthogonal nor invertible. The attempt computes the diagonal coefficient of the map at each matrix unit, ½(R_ii R_jj + R_ij R_ji), and then sums over i and j.

The failing Lean file:

```lean
import Mathlib

open Matrix Module

namespace AnisotropicDisplacement

noncomputable section

variable {n G : Type*} [Fintype n] [DecidableEq n] [Group G] [Fintype G]

/-- Symmetrise a tensor and then transform it by the operation `R`. -/
def symTransform (R : Matrix n n ℝ) : Matrix n n ℝ →ₗ[ℝ] Matrix n n ℝ where
  toFun U := (1 / 2 : ℝ) • (R * (U + Uᵀ) * Rᵀ)
  map_add' U V := by
    rw [Matrix.transpose_add, ← smul_add, ← Matrix.add_mul, ← Matrix.mul_add,
      add_add_add_comm]
  map_smul' c U := by
    rw [Matrix.transpose_smul, ← smul_add, Matrix.mul_smul, Matrix.smul_mul, smul_comm]
    rfl

/-- The trace of a linear map on tensors is the sum of its diagonal coefficients
in the basis of matrix units. -/
theorem trace_on_tensors (f : Matrix n n ℝ →ₗ[ℝ] Matrix n n ℝ) :
    LinearMap.trace ℝ (Matrix n n ℝ) f = ∑ i, ∑ j, f (Matrix.single i j 1) i j := by
  let e : Matrix n n ℝ ≃ₗ[ℝ] (n × n → ℝ) :=
    { toFun := fun A p => A p.1 p.2
      invFun := fun v => Matrix.of fun i j => v (i, j)
      map_add' := fun _ _ => rfl
      map_smul' := fun _ _ => rfl
      left_inv := fun _ => rfl
      right_inv := fun _ => rfl }
  let b := Module.Basis.ofEquivFun e
  have hb : ∀ i j, b (i, j) = Matrix.single i j 1 := by
    intro i j
    apply e.injective
    have h : e (b (i, j)) = Pi.single (i, j) 1 := by simp [b]
    rw [h]
    ext ⟨k, l⟩
    change (Pi.single (i, j) (1 : ℝ) : n × n → ℝ) (k, l) = Matrix.single i j (1 : ℝ) k l
    rw [Pi.single_apply, Matrix.single_apply]
    refine if_congr ?_ rfl rfl
    constructor
    · intro h
      cases h
      exact ⟨rfl, rfl⟩
    · rintro ⟨rfl, rfl⟩
      rfl
  rw [LinearMap.trace_eq_matrix_trace ℝ b f, Matrix.trace, Fintype.sum_prod_type]
  refine Finset.sum_congr rfl fun i _ => Finset.sum_congr rfl fun j _ => ?_
  rw [Matrix.diag_apply, LinearMap.toMatrix_apply, hb]
  exact Module.Basis.ofEquivFun_repr_apply e _ _

/-- Transforming the matrix unit `(i, j)` by `R` gives the tensor with entries
`R k i * R l j`. -/
theorem transform_single (R : Matrix n n ℝ) (i j k l : n) :
    (R * Matrix.single i j (1 : ℝ) * Rᵀ) k l = R k i * R l j := by
  have h : ∀ a, (R * Matrix.single i j (1 : ℝ)) k a = if a = j then R k i else 0 := by
    intro a
    rw [Matrix.mul_apply, Finset.sum_eq_single i]
    · by_cases h : a = j
      · simp [h]
      · have h' : ¬ j = a := fun e => h e.symm
        simp [h, h']
    · intro b _ hb
      simp [Ne.symm hb]
    · simp
  rw [Matrix.mul_apply]
  simp only [h, ite_mul, zero_mul, Finset.sum_ite_eq',
    Finset.mem_univ, if_true, Matrix.transpose_apply]

/-- As a linear map on all `n × n` matrices, the symmetrised transform by `R` has trace `((tr R)² +
tr (R²)) / 2`. -/
theorem trace_symTransform (R : Matrix n n ℝ) :
    LinearMap.trace ℝ (Matrix n n ℝ) (symTransform R) =
      (R.trace ^ 2 + (R ^ 2).trace) / 2 := by
  have h : ∀ i j, symTransform R (Matrix.single i j 1) i j =
      (1 / 2 : ℝ) * (R i i * R j j + R i j * R j i) := by
    intro i j
    have ht : (Matrix.single i j (1 : ℝ))ᵀ = Matrix.single j i 1 := by
      ext a b
      simp [Matrix.single_apply, and_comm]
    change ((1 / 2 : ℝ) • (R * (Matrix.single i j 1 + (Matrix.single i j 1)ᵀ) * Rᵀ)) i j = _
    rw [ht, Matrix.mul_add, Matrix.add_mul, Matrix.smul_apply, Matrix.add_apply,
      transform_single, transform_single, smul_eq_mul]
  rw [trace_on_tensors]
  simp only [h, ← Finset.mul_sum, Finset.sum_add_distrib]
  simp only [Matrix.trace, Matrix.diag_apply, sq, Matrix.mul_apply, Finset.sum_mul_sum]
  ring

end

end AnisotropicDisplacement
```

The error:

```
Main.lean:82:11: error: Function expected at
  (1 / 2) • (R * (single i j 1 + (single i j 1)ᵀ) * Rᵀ)
but this term has type
  ?m.176

Note: Expected a function because this term is being applied to the argument
  i
Try this:
  [apply] ring_nf
  
  The `ring` tactic failed to close the goal. Use `ring_nf` to obtain a normal form.
    
  Note that `ring` works primarily in *commutative* rings. If you have a noncommutative ring, abelian group or module, consider using `noncomm_ring`, `abel` or `module` instead.
Main.lean:75:43: error: unsolved goals
n : Type u_1
inst✝¹ : Fintype n
inst✝ : DecidableEq n
R : Matrix n n ℝ
h : ∀ (i j : n), (symTransform R) (single i j 1) i j = 1 / 2 * (R i i * R j j + R i j * R j i)
⊢ (∑ x, R x x * ∑ i, R i i) * (1 / 2) + (∑ x, ∑ x_1, R x x_1 * R x_1 x) * (1 / 2) =
    (∑ x, ∑ x_1, R x x_1 * R x_1 x) * (1 / 2) + (∑ x, ∑ x_1, R x x * R x_1 x_1) * (1 / 2)
```

Diagnosis. The first error is in the `change` line. The scaled matrix is applied to `i` and `j` while the result type of `•` is still undetermined, shown as `?m.176`, so Lean can't tell that it may be applied to indices. The ascription `Matrix n n ℝ` supplies the type.

The second error comes from the final sums, which `ring` treats as atoms. On the left, `← Finset.mul_sum` took `R x x` out of the inner sum, but left `∑ x, R x x * ∑ i, R i i`, where the constant factor stands on the right and that lemma can't extract it. On the right, `Finset.sum_mul_sum` had expanded the squared trace into a double sum. The two expressions are equal, but `ring` doesn't do the sum manipulation needed to match them.

Adding `← Finset.sum_mul` extracts the remaining factor, so the left side has a product of two single sums. Removing `Finset.sum_mul_sum` keeps the squared trace in that form on the right as well, and `ring` can finish.

Fix (accepted with no message):

```diff
@@ -80,10 +80,11 @@
       ext a b
       simp [Matrix.single_apply, and_comm]
-    change ((1 / 2 : ℝ) • (R * (Matrix.single i j 1 + (Matrix.single i j 1)ᵀ) * Rᵀ)) i j = _
+    change ((1 / 2 : ℝ) • (R * (Matrix.single i j 1 + (Matrix.single i j 1)ᵀ) * Rᵀ) :
+      Matrix n n ℝ) i j = _
     rw [ht, Matrix.mul_add, Matrix.add_mul, Matrix.smul_apply, Matrix.add_apply,
       transform_single, transform_single, smul_eq_mul]
   rw [trace_on_tensors]
-  simp only [h, ← Finset.mul_sum, Finset.sum_add_distrib]
-  simp only [Matrix.trace, Matrix.diag_apply, sq, Matrix.mul_apply, Finset.sum_mul_sum]
+  simp only [h, ← Finset.mul_sum, ← Finset.sum_mul, Finset.sum_add_distrib]
+  simp only [Matrix.trace, Matrix.diag_apply, sq, Matrix.mul_apply]
   ring
 
```
